# For uncorrelated particles in equipartition, drift removal costs one degree of freedom per dimension

Take \(N \ge 1\) particles with masses \(m_i > 0\) and total mass \(M = \sum_i m_i\), and look at one Cartesian component \(v_i\) of each velocity. I write \(\langle X, Y\rangle\) for the thermal average of the product \(XY\), set \(k_B = 1\), and take equipartition to mean \(\langle v_i, v_i\rangle = T/m_i\) with \(\langle v_i, v_j\rangle = 0\) for \(i \ne j\). The drift is the centre-of-mass velocity \(u = M^{-1}\sum_i m_i v_i\).

When I subtract the drift from such velocities, I count \(N - 1\) degrees of freedom instead of \(N\), whatever the masses are. The claim behind this is that the average of \(\sum_i m_i (v_i - u)^2\) is exactly \((N-1)T\). Can this be derived rigorously, with a proof that Lean 4 and Mathlib check?

## Velocities as orthogonal vectors

Yes. The thermal average of a product is an inner product on random variables with finite mean square, so each \(v_i\) can be treated as a vector, with \(\|v_i\|^2 = \langle v_i, v_i\rangle\). Equipartition then says that the \(v_i\) are pairwise orthogonal with \(\|v_i\|^2 = T/m_i\), and the rest is geometry.

For real coefficients \(c_i\), define the collective amplitude \(A_c = \sum_j m_j c_j v_j\). Orthogonality leaves only the term \(j = i\) in its correlation with \(v_i\):

\[
\langle v_i, A_c\rangle = m_i c_i \,\frac{T}{m_i} = T c_i .
\]

The drift is \(u = A_c/M\) with all \(c_i = 1\). Therefore

\[
\langle v_i, u\rangle = \frac{T}{M}, \qquad
\|u\|^2 = \frac1M \sum_j m_j \langle v_j, u\rangle = \frac1M \, M\,\frac{T}{M} = \frac{T}{M}.
\]

Expanding the product of two velocities relative to the centre of mass gives

\[
\langle v_i - u, v_j - u\rangle
= \delta_{ij}\frac{T}{m_i} - \frac{T}{M} - \frac{T}{M} + \frac{T}{M}
= \delta_{ij}\frac{T}{m_i} - \frac{T}{M}.
\]

On the diagonal, multiplication by \(m_i\) gives \(m_i\|v_i - u\|^2 = T - m_i T/M\). A heavy particle loses more than a light one, but the losses add up to a single \(T\):

\[
\sum_i m_i \|v_i - u\|^2 = NT - \frac{T}{M}\sum_i m_i = (N-1)T .
\]

For \(N = 1\) the particle is its own centre of mass, and both sides are zero. With \(d\) Cartesian components, each in equipartition, adding the \(d\) results gives \((dN - d)T\).

## Removing several collective modes

The same argument works for \(k\) modes with shapes \(e_{a,i}\), where \(a\) labels the mode and \(i\) the particle, provided that they are orthonormal in the mass-weighted sense \(\sum_i m_i e_{a,i} e_{b,i} = \delta_{ab}\). Let \(A_a\) be the amplitude with coefficients \(e_{a,i}\). Then

\[
\langle A_a, A_b\rangle = \sum_i m_i e_{a,i}\langle v_i, A_b\rangle
= T\sum_i m_i e_{a,i} e_{b,i} = T\delta_{ab}.
\]

The part removed from particle \(i\) is \(r_i = \sum_a e_{a,i} A_a\). Both \(\langle v_i, r_i\rangle\) and \(\|r_i\|^2\) equal \(T\sum_a e_{a,i}^2\), so

\[
m_i\|v_i - r_i\|^2 = m_i\left(\|v_i\|^2 - 2\langle v_i, r_i\rangle + \|r_i\|^2\right)
= T - T\sum_a m_i e_{a,i}^2 .
\]

Summing over \(i\) and using the normalisation of each mode gives \((N-k)T\). The single mode \(e_i = 1/\sqrt{M}\) has \(r_i = u\) and brings back the drift result, although the file proves that case separately.

## What the Lean theorems say

The finite type `ι` labels the particles, `Fintype.card ι` is \(N\), and `E` is any real inner-product space. The predicate `Equipartition m T v` contains the two conditions on norms and inner products, while `drift m v` is \(u\). The main theorem, `drift_removal`, says that if all masses are positive, equipartition holds and there is at least one particle (`[Nonempty ι]`), then the mass-weighted sum of squared relative velocities is \((N-1)T\). With no particles the formula would read \(0 = -T\). All four theorems about the drift, from `drift_correlations` to `drift_removal_cartesian`, assume positive masses, equipartition and at least one particle, even where their docstrings do not repeat it.

In `drift_removal_cartesian`, the finite type `δ` (unrelated to the Kronecker symbol \(\delta_{ij}\)) labels the Cartesian components and `w α i` is component `α` of the velocity of particle `i`. Correlations between different components do not enter, so nothing is assumed about them. In `mode_removal`, the type `κ` labels the modes, `MassOrthonormal m e` is their orthonormality, and `removeModes m e v i` is \(v_i - r_i\).

The conventions are these:

- `T` is an energy, that is, \(k_B\) times the temperature. The theorems also allow \(T = 0\).
- The sum \(\sum_i m_i\|v_i - u\|^2\) is twice the mean kinetic energy relative to the centre of mass that belongs to the one Cartesian component considered.

Equipartition is assumed and not derived from an ensemble. It stands for the velocity statistics of classical particles in the canonical ensemble without constraints, where the velocities are independent with mean zero and variance \(T/m_i\). Rigid bonds generally correlate the velocities of the atoms that they join, and the hypothesis then fails. The theorems concern averages at one instant and say nothing about an integrator or a thermostat.

In simulation practice, the result applies when the initial velocities of unconstrained classical particles are drawn independently at temperature \(T\) and the drift is then subtracted from each of them, which makes the total momentum zero: for \(N \ge 2\), adding up mass times squared shifted velocity over all particles and components (twice the kinetic energy) and dividing by \(dN - d\) gives a temperature estimate whose mean is \(T\).

```lean
import Mathlib

open Finset

namespace DriftRemoval

noncomputable section

variable {ι κ E : Type*} [Fintype ι] [Fintype κ]
  [NormedAddCommGroup E] [InnerProductSpace ℝ E]
  {m : ι → ℝ} {T : ℝ} {v : ι → E}

/-- Equipartition at temperature `T` (in energy units) for one velocity component per particle:
the mean square of `v i` is `T / m i`, and different particles are uncorrelated.
The inner product plays the role of the thermal average. -/
def Equipartition (m : ι → ℝ) (T : ℝ) (v : ι → E) : Prop :=
  (∀ i, ‖v i‖ ^ 2 = T / m i) ∧ ∀ i j, i ≠ j → inner ℝ (v i) (v j) = 0

/-- The centre-of-mass velocity: the mass-weighted mean of the velocities. -/
def drift (m : ι → ℝ) (v : ι → E) : E :=
  (∑ i, m i)⁻¹ • ∑ i, m i • v i

/-- The mass-weighted amplitude of the velocities along a collective mode with shape `c`. -/
def amplitude (m c : ι → ℝ) (v : ι → E) : E :=
  ∑ i, (m i * c i) • v i

/-- A family of collective modes that is orthonormal in the mass-weighted scalar product. -/
def MassOrthonormal [DecidableEq κ] (m : ι → ℝ) (e : κ → ι → ℝ) : Prop :=
  ∀ a b, ∑ i, m i * e a i * e b i = if a = b then 1 else 0

/-- The velocities after subtracting, for every mode of the family `e`, its shape times its
amplitude. -/
def removeModes (m : ι → ℝ) (e : κ → ι → ℝ) (v : ι → E) (i : ι) : E :=
  v i - ∑ a, e a i • amplitude m (e a) v

/-- In equipartition the velocity of particle `i` has correlation `T * c i` with the
amplitude of a mode of shape `c`. -/
theorem inner_amplitude (hm : ∀ i, 0 < m i) (h : Equipartition m T v) (c : ι → ℝ) (i : ι) :
    inner ℝ (v i) (amplitude m c v) = T * c i := by
  have hi := (hm i).ne'
  rw [amplitude, inner_sum, Finset.sum_eq_single i]
  · rw [real_inner_smul_right, real_inner_self_eq_norm_sq, h.1]
    field_simp
  · -- the other particles are uncorrelated with particle `i`
    intro j _ hj
    rw [real_inner_smul_right, h.2 i j hj.symm, mul_zero]
  · intro hn
    exact absurd (Finset.mem_univ i) hn

/-- In equipartition the correlation of two mode amplitudes is `T` times the mass-weighted
overlap of the modes. -/
theorem inner_amplitude_amplitude (hm : ∀ i, 0 < m i) (h : Equipartition m T v)
    (c d : ι → ℝ) :
    inner ℝ (amplitude m c v) (amplitude m d v) = T * ∑ i, m i * c i * d i := by
  have key : ∀ w : E, inner ℝ (amplitude m c v) w = ∑ i, m i * c i * inner ℝ (v i) w := by
    intro w
    simp only [amplitude, sum_inner, real_inner_smul_left]
  rw [key, Finset.mul_sum]
  refine Finset.sum_congr rfl fun i _ => ?_
  rw [inner_amplitude hm h]
  ring

/-- With `M` the total mass, the drift has correlation `T / M` with every particle velocity,
and its own mean square is `T / M`. -/
theorem drift_correlations [Nonempty ι] (hm : ∀ i, 0 < m i) (h : Equipartition m T v) :
    (∀ i, inner ℝ (v i) (drift m v) = T / ∑ j, m j) ∧
      ‖drift m v‖ ^ 2 = T / ∑ j, m j := by
  have hM : 0 < ∑ j, m j := Finset.sum_pos (fun i _ => hm i) Finset.univ_nonempty
  have h1 : ∀ i, inner ℝ (v i) (drift m v) = T / ∑ j, m j := by
    intro i
    have h0 := inner_amplitude hm h (fun _ => 1) i
    simp only [amplitude, mul_one] at h0
    rw [drift, real_inner_smul_right, h0, div_eq_inv_mul]
  refine ⟨h1, ?_⟩
  -- expand one of the two factors of the drift over the particles
  have key : ∀ w : E, inner ℝ (drift m v) w = (∑ j, m j)⁻¹ * ∑ j, m j * inner ℝ (v j) w := by
    intro w
    simp only [drift, real_inner_smul_left, sum_inner]
  rw [← real_inner_self_eq_norm_sq, key]
  simp only [h1]
  rw [← Finset.sum_mul, inv_mul_cancel_left₀ hM.ne']

/-- Removing the drift lowers every entry of the velocity covariance matrix by
`T / M`, with `M` the total mass. -/
theorem peculiar_covariance [Nonempty ι] [DecidableEq ι] (hm : ∀ i, 0 < m i)
    (h : Equipartition m T v) (i j : ι) :
    inner ℝ (v i - drift m v) (v j - drift m v)
      = (if i = j then T / m i else 0) - T / ∑ k, m k := by
  obtain ⟨h1, h2⟩ := drift_correlations hm h
  have h3 : inner ℝ (drift m v) (v j) = T / ∑ k, m k := by
    rw [real_inner_comm]
    exact h1 j
  have h4 : inner ℝ (v i) (v j) = if i = j then T / m i else 0 := by
    split_ifs with hij
    · rw [← hij, real_inner_self_eq_norm_sq, h.1]
    · exact h.2 i j hij
  rw [inner_sub_left, inner_sub_right, inner_sub_right, h1, h3, h4,
    real_inner_self_eq_norm_sq, h2]
  ring

/-- For `N ≥ 1` particles in equipartition, the mass-weighted sum of squared velocities
relative to the centre of mass is `(N - 1) T`. -/
theorem drift_removal [Nonempty ι] (hm : ∀ i, 0 < m i) (h : Equipartition m T v) :
    ∑ i, m i * ‖v i - drift m v‖ ^ 2 = ((Fintype.card ι : ℝ) - 1) * T := by
  classical
  have hM : (∑ j, m j) ≠ 0 :=
    (Finset.sum_pos (fun i _ => hm i) Finset.univ_nonempty).ne'
  have hi : ∀ i, m i * ‖v i - drift m v‖ ^ 2 = T - m i * (T / ∑ j, m j) := by
    intro i
    have e : m i * (T / m i) = T := mul_div_cancel₀ T (hm i).ne'
    rw [← real_inner_self_eq_norm_sq, peculiar_covariance hm h, if_pos rfl, mul_sub, e]
  -- the subtracted terms add up to exactly one `T`
  have e : (∑ j, m j) * (T / ∑ j, m j) = T := mul_div_cancel₀ T hM
  simp only [hi]
  rw [Finset.sum_sub_distrib, ← Finset.sum_mul, e, Finset.sum_const, Finset.card_univ,
    nsmul_eq_mul]
  ring

/-- With `d` Cartesian components, each in equipartition at `T`, removing the drift of every
component leaves `(d N - d) T` for the mass-weighted sum of squared velocities. -/
theorem drift_removal_cartesian {δ : Type*} [Fintype δ] [Nonempty ι] {w : δ → ι → E}
    (hm : ∀ i, 0 < m i) (h : ∀ α, Equipartition m T (w α)) :
    ∑ α, ∑ i, m i * ‖w α i - drift m (w α)‖ ^ 2
      = ((Fintype.card δ : ℝ) * Fintype.card ι - Fintype.card δ) * T := by
  rw [Finset.sum_congr rfl fun α _ => drift_removal hm (h α), Finset.sum_const,
    Finset.card_univ, nsmul_eq_mul]
  ring

/-- Removing `k` mass-orthonormal collective modes from `N` particles in equipartition leaves `(N -
k) T` for the mass-weighted sum of squared velocities. -/
theorem mode_removal [DecidableEq κ] {e : κ → ι → ℝ} (hm : ∀ i, 0 < m i)
    (h : Equipartition m T v) (he : MassOrthonormal m e) :
    ∑ i, m i * ‖removeModes m e v i‖ ^ 2
      = ((Fintype.card ι : ℝ) - Fintype.card κ) * T := by
  have he' : ∀ a b, ∑ i, m i * e a i * e b i = if a = b then 1 else 0 := he
  have hd : ∀ a, ∑ i, m i * e a i * e a i = 1 := fun a => by rw [he' a a, if_pos rfl]
  have hi : ∀ i, m i * ‖removeModes m e v i‖ ^ 2
      = T - T * ∑ a, m i * e a i * e a i := by
    intro i
    -- overlap of the velocity with the part that is removed
    have h1 : inner ℝ (v i) (∑ a, e a i • amplitude m (e a) v) = T * ∑ a, e a i ^ 2 := by
      rw [inner_sum, Finset.mul_sum]
      refine Finset.sum_congr rfl fun a _ => ?_
      rw [real_inner_smul_right, inner_amplitude hm h]
      ring
    -- mean square of the part that is removed
    have h2 : ‖∑ a, e a i • amplitude m (e a) v‖ ^ 2 = T * ∑ a, e a i ^ 2 := by
      rw [← real_inner_self_eq_norm_sq, sum_inner, Finset.mul_sum]
      refine Finset.sum_congr rfl fun a _ => ?_
      rw [real_inner_smul_left, inner_sum]
      simp only [real_inner_smul_right, inner_amplitude_amplitude hm h, he', mul_ite, mul_one,
        mul_zero, Finset.sum_ite_eq, Finset.mem_univ, if_true]
      ring
    have h3 : ∑ a, m i * e a i * e a i = m i * ∑ a, e a i ^ 2 := by
      rw [Finset.mul_sum]
      exact Finset.sum_congr rfl fun a _ => by ring
    have h4 : m i * (T / m i) = T := mul_div_cancel₀ T (hm i).ne'
    rw [removeModes, norm_sub_sq_real, h1, h2, h3, h.1]
    linear_combination h4
  simp only [hi]
  rw [Finset.sum_sub_distrib, ← Finset.mul_sum, Finset.sum_comm]
  simp only [hd, Finset.sum_const, Finset.card_univ, nsmul_eq_mul]
  ring

/-- Coordinate vectors of length `√(T / m i)` satisfy equipartition, for any positive masses
and any `T ≥ 0`. -/
theorem equipartition_witness [DecidableEq ι] (hm : ∀ i, 0 < m i) (hT : 0 ≤ T) :
    Equipartition m T
      (fun i => (EuclideanSpace.single i (Real.sqrt (T / m i)) : EuclideanSpace ℝ ι)) := by
  refine ⟨fun i => ?_, fun i j hij => ?_⟩
  · simp only [PiLp.norm_single, Real.norm_eq_abs, sq_abs]
    exact Real.sq_sqrt (div_nonneg hT (hm i).le)
  · simp [EuclideanSpace.inner_single_left, hij]

/-- For four unit masses, the uniform translation and the relative motion of two pairs are
mass-orthonormal modes. -/
theorem massOrthonormal_witness :
    MassOrthonormal (fun _ : Fin 4 => (1 : ℝ))
      ![![1 / 2, 1 / 2, 1 / 2, 1 / 2], ![1 / 2, 1 / 2, -1 / 2, -1 / 2]] := by
  intro a b
  fin_cases a <;> fin_cases b <;> simp [Fin.sum_univ_four] <;> norm_num

end

end DriftRemoval
```

```lean
#print axioms DriftRemoval.drift_removal_cartesian
-- 'DriftRemoval.drift_removal_cartesian' depends on axioms: [propext, Classical.choice, Quot.sound]
#print axioms DriftRemoval.mode_removal
-- 'DriftRemoval.mode_removal' depends on axioms: [propext, Classical.choice, Quot.sound]
```

## How the proof follows the calculation

**Correlations with an amplitude.** `inner_amplitude` proves \(\langle v_i, A_c\rangle = Tc_i\). It moves the inner product inside the sum with `inner_sum`, and `Finset.sum_eq_single i` keeps the one term that survives orthogonality. The mass then cancels by `field_simp`. `inner_amplitude_amplitude` expands the first of two amplitudes and applies this result to each particle.

**The drift and the covariance.** `drift_correlations` sets all coefficients to one and divides by \(M\), which gives \(\langle v_i, u\rangle = T/M\). For \(\|u\|^2\), the auxiliary statement `key` expands one factor of \(u\) over the particles, as in the calculation above, and the positivity of \(M\) allows the final cancellation. `peculiar_covariance` splits the product of differences into four inner products, inserts their values and collects them with `ring`.

**The sum over particles.** In `drift_removal`, the step `hi` takes the diagonal of the covariance and multiplies by the mass, which yields \(T - m_i T/M\). `Finset.sum_sub_distrib` separates the two parts. The constant part sums to \(NT\), and the local fact `e` reduces the other to \(T\). `drift_removal_cartesian` applies this theorem to every component and adds the equal results.

**The modes.** In `mode_removal`, `h1` is the overlap \(\langle v_i, r_i\rangle\) and `h2` is \(\|r_i\|^2\), where orthonormality reduces the double sum over modes to a single one. `norm_sub_sq_real` expands the square of the difference. After the sum over particles, `Finset.sum_comm` exchanges the order of summation, so that each mode contributes its normalisation, which is one.

**Explicit examples.** `equipartition_witness` takes the coordinate vectors of \(\mathbb{R}^N\) with lengths \(\sqrt{T/m_i}\) and shows that they satisfy equipartition for any positive masses and any \(T \ge 0\). `massOrthonormal_witness` gives two modes of four unit masses, \((\tfrac12,\tfrac12,\tfrac12,\tfrac12)\) and \((\tfrac12,\tfrac12,-\tfrac12,-\tfrac12)\), and checks all four overlaps case by case. For these two modes, `mode_removal` gives \(2T\) for the mass-weighted sum of squared velocities that remains.
